# Explicit Euler empties the transient levels of a constant-rate Auger cascade from every start exactly when \(hG_i<2\) for each of them

## Why does feeding between levels not tighten the step limit?

For an Auger cascade with constant rates and no transitions back up, I am told that explicit Euler sends all transient populations to zero, from any start, exactly when \(hG_i<2\) for every total decay rate \(G_i\). But levels are also fed, sometimes strongly. Why do the feeding rates not enter? And with \(hG_i=1.5\) in my fastest level I get negative populations, although they die out. Is the step acceptable?

## Feeding dies out level by level, but positivity from every nonnegative start needs \(hG_i\le 1\)

The rule is right: feeding can raise a population for a while, but it cannot change whether the populations finally vanish from every start. Your negative values appear because the step violates a second, stricter condition: \(hG_i\le1\) for every level is what keeps all nonnegative starts nonnegative. A particular start may stay nonnegative without it.

Let \(p_i\) be the population of level \(i\), with \(p'=-Kp\) and \(G_i=K_{ii}>0\). Levels are numbered down the cascade, so \(K_{ij}=0\) for \(i<j\). Writing \(p_i^{(k)}\) for the population after \(k\) steps of length \(h>0\), one Euler step gives

\[
p_i^{(k+1)}=(1-hG_i)\,p_i^{(k)}-h\sum_{j<i}K_{ij}\,p_j^{(k)} .
\]

**Small steps suffice.** Suppose \(hG_i<2\) for all \(i\), and put \(r=1-hG_i\), so \(|r|<1\). Assume that all levels \(j<i\) already tend to zero; for the first level there are none. Then the feeding term \(f_k\) tends to zero. Given \(\varepsilon>0\), choose \(N\) with \(|f_k|<(1-|r|)\varepsilon/2\) for \(k\ge N\). Induction on \(m\) gives

\[
|p_i^{(N+m)}|\le |r|^m|p_i^{(N)}|+\varepsilon/2,
\]

because \(|r|\,\varepsilon/2+(1-|r|)\,\varepsilon/2=\varepsilon/2\). The first term eventually drops below \(\varepsilon/2\), so level \(i\) tends to zero too.

**Large steps fail.** Start with unit population in level \(i\) alone. Earlier levels stay empty, so level \(i\) is never fed and holds \((1-hG_i)^k\). If \(hG_i\ge2\), its modulus is at least 1 at every step.

If \(G_m\) is the largest rate, the condition becomes \(h<2/G_m\). In a constant-rate cascade simulation that must decay from every start, the shortest-lived configuration therefore limits the Euler step, even when the populations of interest change slowly.

**Signs.** Let the off-diagonal entries be nonpositive, so that feeding adds population. If \(hG_i\le1\) for all \(i\), both terms of the step are nonnegative whenever the populations are. Conversely, one step from unit population in level \(i\) leaves \(1-hG_i\) there, which must be nonnegative. At \(hG_i=1.5\) this is \(-0.5\): the iteration decays, but its intermediate values cannot all be read as populations.

In the Lean file, `Fin n` labels the levels from 0, `K i i` is \(G_i\), and `euler K h p k i` is the population of level `i` after `k` steps from `p`. The hypothesis `hK` forbids transitions back up, and `hG` says that every level has a finite lifetime, so stable final configurations are left out of `p`. `Tendsto (euler K h p) atTop (𝓝 0)` says that the whole population vector tends to zero. The decay theorems put no sign condition on the off-diagonal entries; `euler_nonneg_iff` does, through `hoff`, but needs neither `hK` nor `hG`. The rates are constant, so a time-dependent pump pulse is not included, and nothing is said about accuracy at finite times.

```lean
import Mathlib

open Filter Topology Matrix

namespace AugerCascade

noncomputable section

variable {n : ℕ}

/-- The rate of change `-K p` of the populations `p` in a cascade with rate matrix `K`. -/
def populationRate (K : Matrix (Fin n) (Fin n) ℝ) (p : Fin n → ℝ) : Fin n → ℝ :=
  -(K *ᵥ p)

/-- The populations after a number of explicit Euler steps of length `h`, starting from `p`. -/
def euler (K : Matrix (Fin n) (Fin n) ℝ) (h : ℝ) (p : Fin n → ℝ) : ℕ → Fin n → ℝ
  | 0 => p
  | k + 1 => euler K h p k + h • populationRate K (euler K h p k)

/-- In one Euler step the population of level `i` is multiplied by `1 - h K i i` and
receives a contribution from every other level. -/
theorem euler_succ_apply (K : Matrix (Fin n) (Fin n) ℝ) (h : ℝ) (p : Fin n → ℝ)
    (k : ℕ) (i : Fin n) :
    euler K h p (k + 1) i = (1 - h * K i i) * euler K h p k i
      - h * ∑ j ∈ Finset.univ.erase i, K i j * euler K h p k j := by
  have hd : euler K h p (k + 1) i
      = euler K h p k i + h * (-(∑ j, K i j * euler K h p k j)) := rfl
  have hs : K i i * euler K h p k i
      + ∑ j ∈ Finset.univ.erase i, K i j * euler K h p k j
      = ∑ j, K i j * euler K h p k j :=
    Finset.add_sum_erase Finset.univ (fun j => K i j * euler K h p k j) (Finset.mem_univ i)
  rw [hd]
  linear_combination h * hs

/-- A population that is multiplied by the same factor `r`, with `|r| < 1`, in each step, and is fed
by a source that dies out, tends to zero. -/
theorem driven_decay (a f : ℕ → ℝ) (r : ℝ) (hr : |r| < 1)
    (hf : Tendsto f atTop (𝓝 0)) (ha : ∀ k, a (k + 1) = r * a k + f k) :
    Tendsto a atTop (𝓝 0) := by
  rw [Metric.tendsto_atTop] at hf ⊢
  intro ε hε
  obtain ⟨N, hN⟩ := hf _ (mul_pos (sub_pos.2 hr) (half_pos hε))
  -- once the source is small, only a geometric transient and a small remainder are left
  have hb : ∀ m, |a (N + m)| ≤ |r| ^ m * |a N| + ε / 2 := by
    intro m
    induction m with
    | zero =>
      rw [Nat.add_zero, pow_zero, one_mul]
      linarith
    | succ m ih =>
      have h1 := hN (N + m) (Nat.le_add_right N m)
      rw [Real.dist_eq, sub_zero] at h1
      have h2 := mul_le_mul_of_nonneg_left ih (abs_nonneg r)
      calc |a (N + (m + 1))| = |r * a (N + m) + f (N + m)| := congrArg abs (ha (N + m))
        _ ≤ |r * a (N + m)| + |f (N + m)| := abs_add_le _ _
        _ = |r| * |a (N + m)| + |f (N + m)| := by rw [abs_mul]
        _ ≤ |r| ^ (m + 1) * |a N| + ε / 2 := by
          rw [pow_succ]
          nlinarith [h1, h2]
  have hp := (tendsto_pow_atTop_nhds_zero_of_lt_one (abs_nonneg r) hr).mul_const |a N|
  rw [zero_mul] at hp
  obtain ⟨M, hM⟩ := eventually_atTop.1 (hp.eventually_lt_const (half_pos hε))
  refine ⟨N + M, fun k hk => ?_⟩
  obtain ⟨m, rfl⟩ := Nat.exists_eq_add_of_le (show N ≤ k by omega)
  have hm := hM m (by omega)
  rw [Real.dist_eq, sub_zero]
  linarith [hb m]

/-- If `K` is lower triangular and the cascade starts with unit population in level `i` alone,
the levels before `i` stay empty and level `i` holds `(1 - h K i i) ^ k` after `k` steps. -/
theorem euler_single_level (K : Matrix (Fin n) (Fin n) ℝ) (h : ℝ)
    (hK : ∀ i j, i < j → K i j = 0) (i : Fin n) (k : ℕ) :
    (∀ j, j < i → euler K h (Pi.single i 1) k j = 0) ∧
      euler K h (Pi.single i 1) k i = (1 - h * K i i) ^ k := by
  induction k with
  | zero => exact ⟨fun j hj => by simp [euler, hj.ne], by simp [euler]⟩
  | succ k ih =>
    constructor
    · intro j hj
      have hz : ∑ l ∈ Finset.univ.erase j, K j l * euler K h (Pi.single i 1) k l = 0 := by
        refine Finset.sum_eq_zero fun l _ => ?_
        rcases lt_or_ge l i with hl | hl
        · rw [ih.1 l hl, mul_zero]
        · rw [hK j l (lt_of_lt_of_le hj hl), zero_mul]
      rw [euler_succ_apply, hz, ih.1 j hj]
      ring
    · have hz : ∑ l ∈ Finset.univ.erase i, K i l * euler K h (Pi.single i 1) k l = 0 := by
        refine Finset.sum_eq_zero fun l hl => ?_
        rcases lt_or_gt_of_ne (Finset.ne_of_mem_erase hl) with hl | hl
        · rw [ih.1 l hl, mul_zero]
        · rw [hK i l hl, zero_mul]
      rw [euler_succ_apply, hz, ih.2]
      ring

/-- For a lower triangular rate matrix with positive decay rates `K i i` and a step `h > 0`,
the Euler populations tend to zero from every start if and only if `h K i i < 2` for every
level. -/
theorem euler_tendsto_zero_iff (K : Matrix (Fin n) (Fin n) ℝ) (h : ℝ) (hh : 0 < h)
    (hK : ∀ i j, i < j → K i j = 0) (hG : ∀ i, 0 < K i i) :
    (∀ p, Tendsto (euler K h p) atTop (𝓝 0)) ↔ ∀ i, h * K i i < 2 := by
  constructor
  · intro H i
    by_contra hc
    have hc' : 2 ≤ h * K i i := le_of_not_gt hc
    -- a unit population in level `i` never shrinks in modulus
    have ht : Tendsto (fun k => euler K h (Pi.single i 1) k i) atTop (𝓝 0) :=
      tendsto_pi_nhds.1 (H (Pi.single i 1)) i
    obtain ⟨k, hk⟩ := (ht.abs.eventually_lt_const (show |(0 : ℝ)| < 1 by simp)).exists
    have hk' : |euler K h (Pi.single i 1) k i| < 1 := hk
    rw [(euler_single_level K h hK i k).2, abs_pow] at hk'
    have h1 : 1 ≤ |1 - h * K i i| := by
      have h2 := neg_le_abs (1 - h * K i i)
      linarith
    exact not_lt_of_ge (one_le_pow₀ h1) hk'
  · intro H p
    suffices hs : ∀ i, Tendsto (fun k => euler K h p k i) atTop (𝓝 0) from
      tendsto_pi_nhds.2 hs
    intro i
    -- go down the cascade: the levels that feed level `i` already die out
    induction i using WellFoundedLT.induction with
    | _ i ih =>
      have hterm : ∀ j ∈ Finset.univ.erase i,
          Tendsto (fun k => K i j * euler K h p k j) atTop (𝓝 0) := by
        intro j hj
        rcases lt_or_gt_of_ne (Finset.ne_of_mem_erase hj) with hl | hl
        · have h1 := (ih j hl).const_mul (K i j)
          rwa [mul_zero] at h1
        · simp [hK i j hl]
      have hs := (tendsto_finsetSum _ hterm).const_mul (-h)
      rw [Finset.sum_const_zero, mul_zero] at hs
      refine driven_decay _ _ (1 - h * K i i) ?_ hs (fun k => ?_)
      · have h1 := mul_pos hh (hG i)
        have h2 := H i
        rw [abs_lt]
        constructor <;> linarith
      · simp only [euler_succ_apply]
        ring

/-- For a lower triangular rate matrix with positive decay rates, `h > 0` and `m` a level of
largest decay rate, the Euler populations tend to zero from every start if and only if
`h < 2 / K m m`. -/
theorem fastest_decay_limits_step (K : Matrix (Fin n) (Fin n) ℝ) (h : ℝ) (hh : 0 < h)
    (hK : ∀ i j, i < j → K i j = 0) (hG : ∀ i, 0 < K i i)
    (m : Fin n) (hm : ∀ i, K i i ≤ K m m) :
    (∀ p, Tendsto (euler K h p) atTop (𝓝 0)) ↔ h < 2 / K m m := by
  rw [euler_tendsto_zero_iff K h hh hK hG, lt_div_iff₀ (hG m)]
  exact ⟨fun H => H m, fun H i =>
    lt_of_le_of_lt (mul_le_mul_of_nonneg_left (hm i) hh.le) H⟩

/-- If the off-diagonal entries of `K` are nonpositive and `h > 0`, Euler steps keep all
nonnegative populations nonnegative if and only if `h K i i ≤ 1` for every level. -/
theorem euler_nonneg_iff (K : Matrix (Fin n) (Fin n) ℝ) (h : ℝ) (hh : 0 < h)
    (hoff : ∀ i j, i ≠ j → K i j ≤ 0) :
    (∀ p : Fin n → ℝ, (∀ i, 0 ≤ p i) → ∀ k i, 0 ≤ euler K h p k i) ↔
      ∀ i, h * K i i ≤ 1 := by
  constructor
  · intro H i
    -- one step from a unit population in level `i` leaves `1 - h K i i` there
    have hp : ∀ j, 0 ≤ (Pi.single i 1 : Fin n → ℝ) j := by
      intro j
      by_cases e : j = i
      · rw [e]
        simp
      · simp [e]
    have h1 := H (Pi.single i 1) hp (0 + 1) i
    have hz : ∑ j ∈ Finset.univ.erase i, K i j * euler K h (Pi.single i 1) 0 j = 0 :=
      Finset.sum_eq_zero fun j hj => by simp [euler, Finset.ne_of_mem_erase hj]
    have hi : euler K h (Pi.single i 1) 0 i = 1 := by simp [euler]
    rw [euler_succ_apply, hz, hi] at h1
    linarith
  · intro H p hp k
    induction k with
    | zero => exact hp
    | succ k ih =>
      intro i
      have hs : ∑ j ∈ Finset.univ.erase i, K i j * euler K h p k j ≤ 0 :=
        Finset.sum_nonpos fun j hj =>
          mul_nonpos_of_nonpos_of_nonneg (hoff i j (Finset.ne_of_mem_erase hj).symm) (ih j)
      have h1 := mul_nonneg (sub_nonneg.2 (H i)) (ih i)
      have h2 := mul_nonpos_of_nonneg_of_nonpos hh.le hs
      rw [euler_succ_apply]
      linarith

end

end AugerCascade
```

```lean
#print axioms AugerCascade.euler_tendsto_zero_iff
#print axioms AugerCascade.fastest_decay_limits_step
#print axioms AugerCascade.euler_nonneg_iff
```

```
'AugerCascade.euler_tendsto_zero_iff' depends on axioms: [propext, Classical.choice, Quot.sound]
'AugerCascade.fastest_decay_limits_step' depends on axioms: [propext, Classical.choice, Quot.sound]
'AugerCascade.euler_nonneg_iff' depends on axioms: [propext, Classical.choice, Quot.sound]
```

`euler_succ_apply` separates damping from feeding by splitting the diagonal term off the matrix product. `driven_decay` is the \(\varepsilon\) argument, with `hb` as the displayed bound. `euler_single_level` follows the unit population by induction on the steps.

In `euler_tendsto_zero_iff`, the forward direction contradicts convergence with that unit start. The reverse direction uses well-founded induction on the level: `hterm` shows that each feeding term vanishes, either by the induction hypothesis or because `hK` makes the entry zero. `fastest_decay_limits_step` then compares each rate with the largest one. `euler_nonneg_iff` uses one step from a unit population in one direction and induction on the steps in the other.

For a general \(K\), which may include transitions back up, the condition is \(|1-h\lambda|<1\) for every eigenvalue \(\lambda\), real or complex. The step limit can then in general no longer be read off the diagonal; for triangular \(K\) the eigenvalues are the \(G_i\), and the two conditions agree.
